# A matrix correction that preserves every Hermitian Hamiltonian's energy gaps between the same eigenvectors is a multiple of the identity, and conversely

The theorem `gaps_unchanged_iff_scalar` concerns a fixed complex matrix `M`, not assumed Hermitian, added to model Hamiltonians on a finite set of basis states. It says that `H + M` and `H` have the same eigenvalue differences between the same ordered pairs of eigenvectors, for every Hermitian `H`, exactly when `M` is a complex multiple of the identity. The eigenvectors need only be nonzero; they are not assumed normalised. For the forward direction, the proof takes `H = 0`, where any two basis states have gap zero, so that they must also be eigenvectors of `M` with a common eigenvalue, and then reads off the entries of `M`. The converse uses the earlier lemma that adding a multiple of the identity changes no gap.

As first written in Lean, the proof fails:

```lean
import Mathlib

open Matrix ComplexConjugate

namespace GapsUnchangedIffScalar

noncomputable section

variable {A S : Type*}

variable [Fintype S]

variable [Fintype A]

/-- `ω` is the eigenvalue difference of `H` from the eigenvector `x` to the
eigenvector `y`. -/
def IsGap (H : Matrix A A ℂ) (x y : A → ℂ) (ω : ℂ) : Prop :=
  x ≠ 0 ∧ y ≠ 0 ∧ ∃ E : ℂ, H *ᵥ x = E • x ∧ H *ᵥ y = (E + ω) • y

variable [DecidableEq A]

/-- Adding `c` times the identity keeps every eigenvector and moves its eigenvalue
by `c`. -/
theorem eigenvector_add_scalar (H : Matrix A A ℂ) (c E : ℂ) (x : A → ℂ) :
    (H + c • (1 : Matrix A A ℂ)) *ᵥ x = E • x ↔ H *ᵥ x = (E - c) • x := by
  rw [Matrix.add_mulVec, Matrix.smul_mulVec, Matrix.one_mulVec, sub_smul,
    eq_sub_iff_add_eq]

/-- Adding a multiple of the identity changes no eigenvalue difference. -/
theorem isGap_add_scalar (H : Matrix A A ℂ) (c : ℂ) (x y : A → ℂ) (ω : ℂ) :
    IsGap (H + c • (1 : Matrix A A ℂ)) x y ω ↔ IsGap H x y ω := by
  constructor
  · rintro ⟨hx, hy, E, h1, h2⟩
    refine ⟨hx, hy, E - c, (eigenvector_add_scalar H c E x).1 h1, ?_⟩
    rw [show E - c + ω = E + ω - c by ring]
    exact (eigenvector_add_scalar H c (E + ω) y).1 h2
  · rintro ⟨hx, hy, E, h1, h2⟩
    refine ⟨hx, hy, E + c, (eigenvector_add_scalar H c _ x).2 ?_,
      (eigenvector_add_scalar H c _ y).2 ?_⟩
    · rw [show E + c - c = E by ring]
      exact h1
    · rw [show E + c + ω - c = E + ω by ring]
      exact h2

/-- A correction `M` preserves the eigenvalue differences, between the same eigenvectors,
of every Hermitian model Hamiltonian exactly when it is a multiple of the identity. -/
theorem gaps_unchanged_iff_scalar (M : Matrix A A ℂ) :
    (∀ H : Matrix A A ℂ, H.IsHermitian → ∀ x y ω, IsGap (H + M) x y ω ↔ IsGap H x y ω)
      ↔ ∃ c : ℂ, M = c • (1 : Matrix A A ℂ) := by
  constructor
  · intro h
    rcases isEmpty_or_nonempty A with hA | ⟨⟨r⟩⟩
    · exact ⟨0, Subsingleton.elim _ _⟩
    refine ⟨M r r, ?_⟩
    ext a b
    -- test on the fully degenerate Hamiltonian `H = 0` and two basis states
    have hne : ∀ i : A, (Pi.single i 1 : A → ℂ) ≠ 0 := fun i hi => by
      simpa using congrFun hi i
    obtain ⟨_, _, E, h1, h2⟩ := (h 0 Matrix.isHermitian_zero (Pi.single r 1)
      (Pi.single b 1) 0).2 ⟨hne r, hne b, 0, by simp, by simp⟩
    have e1 : M r r = E := by simpa using congrFun h1 r
    have e2 := congrFun h2 a
    simp only [zero_add, add_zero, Matrix.mulVec_single_one, Matrix.col_apply,
      Pi.smul_apply, smul_eq_mul, Pi.single_apply] at e2
    rw [e1, e2, Matrix.smul_apply, Matrix.one_apply, smul_eq_mul]
  · rintro ⟨c, rfl⟩ H _ x y ω
    exact isGap_add_scalar H c x y ω

end

end GapsUnchangedIffScalar
```

Compiling this gives:

```
Main.lean:60:45: error: unsolved goals
A : Type u_1
inst✝¹ : Fintype A
inst✝ : DecidableEq A
M : Matrix A A ℂ
h : ∀ (H : Matrix A A ℂ), H.IsHermitian → ∀ (x y : A → ℂ) (ω : ℂ), IsGap (H + M) x y ω ↔ IsGap H x y ω
r a b : A
hne : ∀ (i : A), Pi.single i 1 ≠ 0
⊢ col 0 r = 0
Main.lean:60:54: error: unsolved goals
A : Type u_1
inst✝¹ : Fintype A
inst✝ : DecidableEq A
M : Matrix A A ℂ
h : ∀ (H : Matrix A A ℂ), H.IsHermitian → ∀ (x y : A → ℂ) (ω : ℂ), IsGap (H + M) x y ω ↔ IsGap H x y ω
r a b : A
hne : ∀ (i : A), Pi.single i 1 ≠ 0
⊢ col 0 b = 0
```

Cause. Both errors come from the two `by simp` calls that should show that the basis states `r` and `b` are eigenvectors of the zero matrix with eigenvalue zero. In each, the left side is the zero matrix applied to a `Pi.single` vector. `simp` rewrote that product as a column of the matrix, the form given by `Matrix.mulVec_single_one`, and was left with `col 0 r = 0` and `col 0 b = 0`. These goals are true, since every column of the zero matrix is zero, but `simp` did not close them, and with the product gone `Matrix.zero_mulVec` no longer applied.

The repair replaces each `simp` with an explicit `rw`. `Matrix.zero_mulVec` turns the product into the zero vector before any column appears, and `zero_smul` does the same for the right side, leaving `0 = 0`, which `rw` closes by itself. The second goal has eigenvalue `0 + 0`, so `add_zero` is needed there before `zero_smul`.

This version goes through:

```diff
@@ -58,5 +58,6 @@
       simpa using congrFun hi i
     obtain ⟨_, _, E, h1, h2⟩ := (h 0 Matrix.isHermitian_zero (Pi.single r 1)
-      (Pi.single b 1) 0).2 ⟨hne r, hne b, 0, by simp, by simp⟩
+      (Pi.single b 1) 0).2 ⟨hne r, hne b, 0, by rw [Matrix.zero_mulVec, zero_smul],
+        by rw [Matrix.zero_mulVec, add_zero, zero_smul]⟩
     have e1 : M r r = E := by simpa using congrFun h1 r
     have e2 := congrFun h2 a
```
